# Ky Fan's minimum principle: the least trace over k orthonormal vectors is the sum of the k lowest eigenvalues

Apply the one-vector variational bound separately to \(k\) orthonormal trial vectors, and their total energy is bounded below only by \(k\varepsilon_0\), where \(\varepsilon_0\) is the lowest eigenvalue of the Hamiltonian. When \(k\varepsilon_0\) is smaller than the sum of the \(k\) lowest eigenvalues, this leaves open whether a trial set could fall below that sum. Ky Fan's principle rules that out. For \(k\) non-interacting spinless fermions in a finite orthonormal basis, it makes the energy of any orthonormal set of \(k\) trial orbitals an upper bound on the ground-state energy.

## Trial orbitals and ordered levels

Let \(H\) be an \(N\times N\) Hermitian matrix over \(\mathbb R\) or \(\mathbb C\) (`𝕜` in the code), with \(k\le N\). Indices start at zero.

In Lean 4 with Mathlib:

```lean
import Mathlib

open Matrix

namespace KyFanTraceMinimisation

noncomputable section

variable {𝕜 : Type*} [RCLike 𝕜] {N k : ℕ} {H : Matrix (Fin N) (Fin N) 𝕜}
```

The trial vectors are the columns of an \(N\times k\) matrix \(C\) with \(C^*C=1\). Their energy is \(\operatorname{Re}\operatorname{tr}(C^*HC)\); taking the real part makes the functional real-valued by type.

```lean
/-- The trace functional `Re tr (C* H C)` of the `k` trial vectors forming the columns of `C`. -/
def traceEnergy (H : Matrix (Fin N) (Fin N) 𝕜) (C : Matrix (Fin N) (Fin k) 𝕜) : ℝ :=
  RCLike.re (Matrix.trace (Cᴴ * H * C))
```

Write \(\varepsilon_0\le\dots\le\varepsilon_{N-1}\) for the eigenvalues with multiplicity. Summing the first \(k\) entries of Mathlib's `eigenvalues` would be a mistake, since that list is not guaranteed to increase; `level` sorts it first.

```lean
/-- The eigenvalues of the Hermitian matrix `H`, with multiplicity, sorted in increasing order. -/
def level (hH : H.IsHermitian) (i : Fin N) : ℝ :=
  hH.eigenvalues (Tuple.sort hH.eigenvalues i)
```

The target is \(\varepsilon_0+\dots+\varepsilon_{k-1}\).

```lean
/-- The sum of the `k` smallest eigenvalues of `H`. -/
def lowestSum (hH : H.IsHermitian) (hk : k ≤ N) : ℝ :=
  ∑ j : Fin k, level hH (Fin.castLE hk j)
```

The eigenvectors, put in the same order, form the columns of \(V\).

```lean
/-- The matrix of eigenvectors of `H`, its columns ordered like the sorted eigenvalues. -/
def orbitals (hH : H.IsHermitian) : Matrix (Fin N) (Fin N) 𝕜 :=
  (hH.eigenvectorUnitary : Matrix (Fin N) (Fin N) 𝕜).submatrix id (Tuple.sort hH.eigenvalues)
```

Its first \(k\) columns form \(V_k\).

```lean
/-- The first `k` columns of the ordered eigenvector matrix. -/
def lowestOrbitals (hH : H.IsHermitian) (hk : k ≤ N) : Matrix (Fin N) (Fin k) 𝕜 :=
  (orbitals hH).submatrix id (Fin.castLE hk)
```

For a matrix \(W\) of coefficients, the occupation of state \(i\) is \(w_i=\sum_j|W_{ij}|^2\).

```lean
/-- The total weight that the columns of `W` put on basis state `i`. -/
def occupation (W : Matrix (Fin N) (Fin k) 𝕜) (i : Fin N) : ℝ :=
  ∑ j, ‖W i j‖ ^ 2
```

The reference occupation is \(f_i=1\) for \(i<k\) and \(f_i=0\) otherwise.

```lean
/-- The step occupation: one for the first `k` states and zero for the others. -/
def filled (k : ℕ) (i : Fin N) : ℝ :=
  if (i : ℕ) < k then 1 else 0
```

## Filling levels from the bottom

A sum whose terms vanish for \(i\ge k\) reduces to its first \(k\) terms.

```lean
/-- A sum over all states whose terms vanish from index `k` on equals the sum over the first
`k` states. -/
theorem sum_castLE {M : Type*} [AddCommMonoid M] (hk : k ≤ N) (g : Fin N → M)
    (hg : ∀ i : Fin N, k ≤ (i : ℕ) → g i = 0) :
    ∑ j : Fin k, g (Fin.castLE hk j) = ∑ i, g i := by
  let e : Fin k ↪ Fin N := ⟨Fin.castLE hk, Fin.castLE_injective hk⟩
  have h1 : ∑ i ∈ Finset.univ.map e, g i = ∑ j : Fin k, g (Fin.castLE hk j) :=
    Finset.sum_map _ _ _
  rw [← h1]
  refine Finset.sum_subset (Finset.subset_univ _) (fun i _ hi => hg i ?_)
  by_contra h
  exact hi (Finset.mem_map.2 ⟨⟨i, not_le.1 h⟩, Finset.mem_univ _, Fin.ext rfl⟩)
```

Suppose \(\sum_i w_i=k\). Since \(\sum_i f_i=k\) too, the terms in any reference energy \(\mu\) cancel:
\[
\sum_i\varepsilon_iw_i-\sum_{i<k}\varepsilon_i=\sum_i(\varepsilon_i-\mu)(w_i-f_i).
\]

```lean
/-- For occupations summing to `k` and any reference energy `μ`, the excess of the occupied
energy over the sum of the first `k` energies is `∑ (ε - μ) (w - filled)`. -/
theorem energy_excess (hk : k ≤ N) (ε w : Fin N → ℝ) (μ : ℝ) (hw : ∑ i, w i = (k : ℝ)) :
    ∑ i, ε i * w i - ∑ j : Fin k, ε (Fin.castLE hk j)
      = ∑ i, (ε i - μ) * (w i - filled k i) := by
  have hf : ∀ j : Fin k, filled k (Fin.castLE hk j) = 1 := fun j => if_pos j.2
  have hz : ∀ i : Fin N, k ≤ (i : ℕ) → filled k i = 0 := fun i hi => if_neg (not_lt.2 hi)
  have h1 := sum_castLE hk (fun i => ε i * filled k i)
    (fun i hi => by simp only [hz i hi, mul_zero])
  simp only [hf, mul_one] at h1
  have h2 := sum_castLE hk (fun i => filled k i) hz
  simp only [hf, Finset.sum_const, Finset.card_univ, Fintype.card_fin, nsmul_eq_mul,
    mul_one] at h2
  have h3 : ∑ i, (ε i - μ) * (w i - filled k i)
      = ∑ i, ε i * w i - ∑ i, ε i * filled k i - μ * ∑ i, w i
        + μ * ∑ i : Fin N, filled k i := by
    simp only [Finset.mul_sum, ← Finset.sum_sub_distrib, ← Finset.sum_add_distrib]
    exact Finset.sum_congr rfl fun i _ => by ring
  -- the terms in μ cancel because both occupations sum to k
  linear_combination (-1) * h3 - h1 + μ * hw + μ * h2
```

Take \(\mu=\varepsilon_k\) if \(k<N\), or any upper bound on the levels if \(k=N\). With \(0\le w_i\le1\), both factors are nonpositive for \(i<k\) and nonnegative for \(i\ge k\), so every term is nonnegative.

```lean
/-- For increasing energies and occupations between zero and one summing to `k`, the occupied
energy is at least the sum of the first `k` energies. -/
theorem aufbau_bound (hk : k ≤ N) {ε : Fin N → ℝ} (hε : Monotone ε) (w : Fin N → ℝ)
    (hw01 : ∀ i, 0 ≤ w i ∧ w i ≤ 1) (hw : ∑ i, w i = (k : ℝ)) :
    ∑ j : Fin k, ε (Fin.castLE hk j) ≤ ∑ i, ε i * w i := by
  -- an energy separating the first k levels from the rest
  obtain ⟨μ, hlo, hhi⟩ : ∃ μ : ℝ, (∀ i : Fin N, (i : ℕ) < k → ε i ≤ μ) ∧
      (∀ i : Fin N, k ≤ (i : ℕ) → μ ≤ ε i) := by
    rcases lt_or_eq_of_le hk with h | h
    · exact ⟨ε ⟨k, h⟩, fun i hi => hε (Fin.le_def.2 (le_of_lt hi)),
        fun i hi => hε (Fin.le_def.2 hi)⟩
    · obtain ⟨μ, hμ⟩ := (Set.finite_range ε).bddAbove
      exact ⟨μ, fun i _ => hμ ⟨i, rfl⟩, fun i hi => absurd i.2 (by omega)⟩
  have hnn : ∀ i, 0 ≤ (ε i - μ) * (w i - filled k i) := by
    intro i
    unfold filled
    split_ifs with h
    · nlinarith [mul_nonneg (sub_nonneg.2 (hlo i h)) (sub_nonneg.2 (hw01 i).2)]
    · nlinarith [mul_nonneg (sub_nonneg.2 (hhi i (not_lt.1 h))) (hw01 i).1]
  have hsum : 0 ≤ ∑ i, (ε i - μ) * (w i - filled k i) := Finset.sum_nonneg fun i _ => hnn i
  have hex := energy_excess hk ε w μ hw
  linarith
```

For the case of equality, suppose that some \(\mu\), no longer \(\varepsilon_k\) itself, satisfies \(\varepsilon_i\le\mu\) for \(i<k\) and \(\varepsilon_i>\mu\) for \(i\ge k\). The terms are again nonnegative, so if their sum is zero, each term is zero, and this forces \(w_i=0\) for \(i\ge k\).

```lean
/-- If the first `k` energies lie at or below `μ` and the others strictly above it, occupations
between zero and one summing to `k` whose energy equals the sum of the first `k` energies vanish
from index `k` on. -/
theorem aufbau_equality (hk : k ≤ N) (ε w : Fin N → ℝ) (μ : ℝ)
    (hlo : ∀ i : Fin N, (i : ℕ) < k → ε i ≤ μ) (hhi : ∀ i : Fin N, k ≤ (i : ℕ) → μ < ε i)
    (hw01 : ∀ i, 0 ≤ w i ∧ w i ≤ 1) (hw : ∑ i, w i = (k : ℝ))
    (heq : ∑ i, ε i * w i = ∑ j : Fin k, ε (Fin.castLE hk j)) :
    ∀ i : Fin N, k ≤ (i : ℕ) → w i = 0 := by
  have hnn : ∀ i, 0 ≤ (ε i - μ) * (w i - filled k i) := by
    intro i
    unfold filled
    split_ifs with h
    · nlinarith [mul_nonneg (sub_nonneg.2 (hlo i h)) (sub_nonneg.2 (hw01 i).2)]
    · nlinarith [mul_nonneg (sub_nonneg.2 (hhi i (not_lt.1 h)).le) (hw01 i).1]
  have hz : ∑ i, (ε i - μ) * (w i - filled k i) = 0 := by
    rw [← energy_excess hk ε w μ hw, heq, sub_self]
  intro i hi
  -- a vanishing sum of nonnegative terms vanishes term by term
  have h : (ε i - μ) * (w i - filled k i) = 0 :=
    (Finset.sum_eq_zero_iff_of_nonneg (fun i _ => hnn i)).1 hz i (Finset.mem_univ i)
  have hf : filled k i = 0 := if_neg (not_lt.2 hi)
  rw [hf, sub_zero] at h
  exact (mul_eq_zero.1 h).resolve_left (sub_ne_zero.2 (hhi i hi).ne')
```

## Orthonormality limits the occupations

The occupations are diagonal elements: \(w_i=(WW^*)_{ii}\).

```lean
/-- The occupations of `W` are the diagonal elements of `W W*`. -/
theorem occupation_eq_diag (W : Matrix (Fin N) (Fin k) 𝕜) (i : Fin N) :
    (W * Wᴴ) i i = ((occupation W i : ℝ) : 𝕜) := by
  simp only [Matrix.mul_apply, Matrix.conjTranspose_apply, occupation]
  push_cast
  refine Finset.sum_congr rfl fun j _ => ?_
  exact RCLike.mul_conj _
```

If \(W^*W=1\), then \(P=WW^*\) satisfies \(PP^*=P\). Hence
\[
w_i=P_{ii}=\sum_j|P_{ij}|^2\ge w_i^2,
\]
which gives \(w_i\le1\). Cyclicity gives \(\sum_iw_i=\operatorname{tr}(W^*W)=k\).

```lean
/-- For `k` orthonormal columns every occupation lies between zero and one, and the occupations
sum to `k`. -/
theorem occupation_constraints (W : Matrix (Fin N) (Fin k) 𝕜) (hW : Wᴴ * W = 1) :
    (∀ i, 0 ≤ occupation W i ∧ occupation W i ≤ 1) ∧ ∑ i, occupation W i = (k : ℝ) := by
  constructor
  · intro i
    have h0 : 0 ≤ occupation W i := Finset.sum_nonneg fun j _ => sq_nonneg ‖W i j‖
    refine ⟨h0, ?_⟩
    -- `W W*` is an orthogonal projector
    have hP : (W * Wᴴ) * (W * Wᴴ)ᴴ = W * Wᴴ := by
      rw [Matrix.conjTranspose_mul, Matrix.conjTranspose_conjTranspose, Matrix.mul_assoc,
        ← Matrix.mul_assoc Wᴴ, hW, Matrix.one_mul]
    have h1 : ((occupation (W * Wᴴ) i : ℝ) : 𝕜) = ((occupation W i : ℝ) : 𝕜) := by
      rw [← occupation_eq_diag (W * Wᴴ) i, hP, occupation_eq_diag W i]
    have h2 : occupation (W * Wᴴ) i = occupation W i := RCLike.ofReal_inj.1 h1
    have h3 : ‖(W * Wᴴ) i i‖ ^ 2 ≤ occupation (W * Wᴴ) i :=
      Finset.single_le_sum (f := fun j => ‖(W * Wᴴ) i j‖ ^ 2)
        (fun j _ => sq_nonneg ‖(W * Wᴴ) i j‖) (Finset.mem_univ i)
    -- hence w² ≤ w
    rw [h2, occupation_eq_diag W i, RCLike.norm_ofReal, sq_abs] at h3
    nlinarith
  · have ht : Matrix.trace (W * Wᴴ) = (k : 𝕜) := by
      rw [Matrix.trace_mul_comm, hW, Matrix.trace_one, Fintype.card_fin]
    have h : ((∑ i, occupation W i : ℝ) : 𝕜) = (((k : ℕ) : ℝ) : 𝕜) := by
      push_cast
      rw [← ht]
      simp only [Matrix.trace, Matrix.diag_apply, occupation_eq_diag]
    exact RCLike.ofReal_inj.1 h
```

## The trace in the eigenbasis

Sorting supplies the monotonicity needed above.

```lean
/-- The sorted eigenvalues increase with the index. -/
theorem level_monotone (hH : H.IsHermitian) : Monotone (level hH) :=
  Tuple.monotone_sort hH.eigenvalues
```

Reordering columns preserves \(V^*V=1\) and \(HV=VD\), where \(D=\operatorname{diag}(\varepsilon_i)\).

```lean
/-- The ordered eigenvectors are orthonormal, and column `i` is an eigenvector of `H` for the
`i`-th sorted eigenvalue. -/
theorem orbitals_spec (hH : H.IsHermitian) :
    (orbitals hH)ᴴ * orbitals hH = 1 ∧
      H * orbitals hH = orbitals hH * Matrix.diagonal (fun i => ((level hH i : ℝ) : 𝕜)) := by
  constructor
  · have hU : (hH.eigenvectorUnitary : Matrix (Fin N) (Fin N) 𝕜)ᴴ *
        (hH.eigenvectorUnitary : Matrix (Fin N) (Fin N) 𝕜) = 1 := by
      exact Matrix.mem_unitaryGroup_iff'.1 hH.eigenvectorUnitary.2
    ext i j
    have h2 : ((orbitals hH)ᴴ * orbitals hH) i j =
        ((hH.eigenvectorUnitary : Matrix (Fin N) (Fin N) 𝕜)ᴴ *
          (hH.eigenvectorUnitary : Matrix (Fin N) (Fin N) 𝕜))
          (Tuple.sort hH.eigenvalues i) (Tuple.sort hH.eigenvalues j) := by
      rfl
    rw [h2, hU]
    simp [Matrix.one_apply]
  · have hc : ∀ a b, orbitals hH a b =
        hH.eigenvectorBasis (Tuple.sort hH.eigenvalues b) a :=
      fun a b => hH.eigenvectorUnitary_apply a (Tuple.sort hH.eigenvalues b)
    ext i j
    rw [Matrix.mul_diagonal, Matrix.mul_apply]
    have h := congrFun (hH.mulVec_eigenvectorBasis (Tuple.sort hH.eigenvalues j)) i
    rw [Pi.smul_apply, RCLike.real_smul_eq_coe_mul, mul_comm] at h
    simp only [hc]
    exact h
```

Now set \(W=V^*C\). From \(H=VDV^*\),
\[
\operatorname{tr}(C^*HC)=\operatorname{tr}(W^*DW)=\operatorname{tr}(DWW^*)=\sum_i\varepsilon_iw_i.
\]

```lean
/-- The trace `tr (C* H C)` is the real number obtained by weighting each eigenvalue with the
occupation of its eigenvector by the columns of `C`. -/
theorem trace_eq_sum_levels (hH : H.IsHermitian) (C : Matrix (Fin N) (Fin k) 𝕜) :
    Matrix.trace (Cᴴ * H * C) =
      ((∑ i, level hH i * occupation ((orbitals hH)ᴴ * C) i : ℝ) : 𝕜) := by
  obtain ⟨h1, h2⟩ := orbitals_spec hH
  have key : ∀ V D : Matrix (Fin N) (Fin N) 𝕜, Vᴴ * V = 1 → H * V = V * D →
      Matrix.trace (Cᴴ * H * C) = Matrix.trace (D * ((Vᴴ * C) * (Vᴴ * C)ᴴ)) := by
    intro V D hV hD
    have hV' : V * Vᴴ = 1 := _root_.mul_eq_one_comm.1 hV
    -- spectral decomposition, then cyclicity of the trace
    have hHd : H = V * D * Vᴴ := by
      rw [← hD, Matrix.mul_assoc, hV', Matrix.mul_one]
    calc Matrix.trace (Cᴴ * H * C) = Matrix.trace ((Vᴴ * C)ᴴ * (D * (Vᴴ * C))) := by
          rw [hHd]
          simp only [Matrix.conjTranspose_mul, Matrix.conjTranspose_conjTranspose,
            Matrix.mul_assoc]
      _ = Matrix.trace (D * (Vᴴ * C) * (Vᴴ * C)ᴴ) := Matrix.trace_mul_comm _ _
      _ = Matrix.trace (D * ((Vᴴ * C) * (Vᴴ * C)ᴴ)) := by rw [Matrix.mul_assoc D]
  rw [key _ _ h1 h2]
  push_cast
  simp only [Matrix.trace, Matrix.diag_apply, Matrix.diagonal_mul, occupation_eq_diag]
```

## The minimum is attained

For \(C=V_k\), orthonormality is inherited from \(V\), and the diagonal elements of \(V_k^*HV_k\) are \(\varepsilon_0,\dots,\varepsilon_{k-1}\).

```lean
/-- The `k` lowest eigenvectors are orthonormal, and their trace functional is the sum of the
`k` smallest eigenvalues. -/
theorem lowestOrbitals_witness (hH : H.IsHermitian) (hk : k ≤ N) :
    (lowestOrbitals hH hk)ᴴ * lowestOrbitals hH hk = 1 ∧
      traceEnergy H (lowestOrbitals hH hk) = lowestSum hH hk := by
  obtain ⟨h1, h2⟩ := orbitals_spec hH
  constructor
  · ext i j
    have h : ((lowestOrbitals hH hk)ᴴ * lowestOrbitals hH hk) i j =
        ((orbitals hH)ᴴ * orbitals hH) (Fin.castLE hk i) (Fin.castLE hk j) := by
      rfl
    rw [h, h1]
    simp [Matrix.one_apply, (Fin.castLE_injective hk).eq_iff]
  · have hD : (orbitals hH)ᴴ * H * orbitals hH =
        Matrix.diagonal (fun i => ((level hH i : ℝ) : 𝕜)) := by
      rw [Matrix.mul_assoc, h2, ← Matrix.mul_assoc, h1, Matrix.one_mul]
    have hj : ∀ j, ((lowestOrbitals hH hk)ᴴ * H * lowestOrbitals hH hk) j j =
        ((level hH (Fin.castLE hk j) : ℝ) : 𝕜) := by
      intro j
      have h : ((lowestOrbitals hH hk)ᴴ * H * lowestOrbitals hH hk) j j =
          ((orbitals hH)ᴴ * H * orbitals hH) (Fin.castLE hk j) (Fin.castLE hk j) := by
        rfl
      rw [h, hD, Matrix.diagonal_apply_eq]
    simp only [traceEnergy, lowestSum, Matrix.trace, Matrix.diag_apply, hj, map_sum,
      RCLike.ofReal_re]
```

For general \(C\), \(W^*W=C^*VV^*C=1\), so the occupation bound applies. In `kyFan`, `IsLeast` says that the sum is the energy of some admissible \(C\) and that no admissible \(C\) has a lower one. No gap is assumed.

```lean
/-- Ky Fan principle: over all `N × k` matrices with orthonormal columns, the trace functional
has a least value, equal to the sum of the `k` smallest eigenvalues of `H`. -/
theorem kyFan (hH : H.IsHermitian) (hk : k ≤ N) :
    IsLeast {E : ℝ | ∃ C : Matrix (Fin N) (Fin k) 𝕜, Cᴴ * C = 1 ∧ traceEnergy H C = E}
      (lowestSum hH hk) := by
  constructor
  · exact ⟨lowestOrbitals hH hk, (lowestOrbitals_witness hH hk).1,
      (lowestOrbitals_witness hH hk).2⟩
  · rintro E ⟨C, hC, rfl⟩
    have h1' : orbitals hH * (orbitals hH)ᴴ = 1 :=
      _root_.mul_eq_one_comm.1 (orbitals_spec hH).1
    -- the columns stay orthonormal in the eigenbasis
    have hW : ((orbitals hH)ᴴ * C)ᴴ * ((orbitals hH)ᴴ * C) = 1 := by
      rw [Matrix.conjTranspose_mul, Matrix.conjTranspose_conjTranspose, Matrix.mul_assoc,
        ← Matrix.mul_assoc (orbitals hH), h1', Matrix.one_mul, hC]
    obtain ⟨h01, hsum⟩ := occupation_constraints _ hW
    unfold traceEnergy
    rw [trace_eq_sum_levels hH C, RCLike.ofReal_re]
    exact aufbau_bound hk (level_monotone hH) _ h01 hsum
```

## Which orbitals reach it

Assume now that some \(\mu\) satisfies \(\varepsilon_i\le\mu\) for \(i<k\) and \(\mu<\varepsilon_i\) for \(i\ge k\). For \(0<k<N\) this is a gap between the highest occupied and lowest empty level; degeneracy within either group is allowed.

At the minimum, rows \(i\ge k\) of \(W\) vanish. Thus \(C=VW=V_kQ\), with \(Q\) the first \(k\) rows of \(W\), and \(Q^*Q=C^*C=1\). Conversely, for unitary \(Q\),
\[
\operatorname{tr}(Q^*V_k^*HV_kQ)=\operatorname{tr}(V_k^*HV_kQQ^*)=\operatorname{tr}(V_k^*HV_k).
\]
The minimum therefore fixes the occupied subspace. For \(k=1\) this fixes the trial vector up to a phase; for \(k\ge2\) the columns of \(C\) can be mixed among themselves and need not be eigenvectors. The theorem treats a fixed \(H\), not one that depends on the orbitals, as in a self-consistent calculation.

```lean
/-- If the `k` smallest eigenvalues lie at or below `μ` and the others strictly above it, a
matrix with orthonormal columns reaches the sum of the `k` smallest eigenvalues exactly when it
is the matrix of the `k` lowest eigenvectors times a unitary `k × k` matrix. -/
theorem minimiser_iff (hH : H.IsHermitian) (hk : k ≤ N) (μ : ℝ)
    (hlo : ∀ i : Fin N, (i : ℕ) < k → level hH i ≤ μ)
    (hhi : ∀ i : Fin N, k ≤ (i : ℕ) → μ < level hH i)
    (C : Matrix (Fin N) (Fin k) 𝕜) (hC : Cᴴ * C = 1) :
    traceEnergy H C = lowestSum hH hk ↔
      ∃ Q : Matrix (Fin k) (Fin k) 𝕜, Qᴴ * Q = 1 ∧ C = lowestOrbitals hH hk * Q := by
  obtain ⟨hL, hE⟩ := lowestOrbitals_witness hH hk
  constructor
  · intro hE'
    have h1' : orbitals hH * (orbitals hH)ᴴ = 1 :=
      _root_.mul_eq_one_comm.1 (orbitals_spec hH).1
    obtain ⟨W, hWdef⟩ : ∃ W : Matrix (Fin N) (Fin k) 𝕜, W = (orbitals hH)ᴴ * C := ⟨_, rfl⟩
    have hW : Wᴴ * W = 1 := by
      rw [hWdef, Matrix.conjTranspose_mul, Matrix.conjTranspose_conjTranspose, Matrix.mul_assoc,
        ← Matrix.mul_assoc (orbitals hH), h1', Matrix.one_mul, hC]
    obtain ⟨h01, hsum⟩ := occupation_constraints W hW
    have heq : ∑ i, level hH i * occupation W i = ∑ j : Fin k, level hH (Fin.castLE hk j) := by
      unfold traceEnergy at hE'
      rw [trace_eq_sum_levels hH C, RCLike.ofReal_re] at hE'
      rw [hWdef]
      exact hE'
    -- no weight on the levels above μ
    have hocc := aufbau_equality hk (level hH) (occupation W) μ hlo hhi h01 hsum heq
    have hrow : ∀ i : Fin N, k ≤ (i : ℕ) → ∀ b, W i b = 0 := by
      intro i hi b
      have h0 : ∑ j, ‖W i j‖ ^ 2 = 0 := hocc i hi
      have h1 : ‖W i b‖ ^ 2 = 0 :=
        (Finset.sum_eq_zero_iff_of_nonneg (fun j _ => sq_nonneg ‖W i j‖)).1 h0 b
          (Finset.mem_univ b)
      simpa using h1
    have hC' : C = orbitals hH * W := by
      rw [hWdef, ← Matrix.mul_assoc, h1', Matrix.one_mul]
    have hCL : C = lowestOrbitals hH hk * W.submatrix (Fin.castLE hk) id := by
      ext a b
      have h := sum_castLE hk (fun i => orbitals hH a i * W i b)
        (fun i hi => by simp only [hrow i hi b, mul_zero])
      calc C a b = (orbitals hH * W) a b := by rw [← hC']
        _ = ∑ i, orbitals hH a i * W i b := Matrix.mul_apply
        _ = ∑ j : Fin k, orbitals hH a (Fin.castLE hk j) * W (Fin.castLE hk j) b := h.symm
        _ = (lowestOrbitals hH hk * W.submatrix (Fin.castLE hk) id) a b := by
          simp only [Matrix.mul_apply, lowestOrbitals, Matrix.submatrix_apply, id_eq]
    have hnorm : ∀ Q : Matrix (Fin k) (Fin k) 𝕜,
        (lowestOrbitals hH hk * Q)ᴴ * (lowestOrbitals hH hk * Q) = Qᴴ * Q := by
      intro Q
      rw [Matrix.conjTranspose_mul, Matrix.mul_assoc,
        ← Matrix.mul_assoc (lowestOrbitals hH hk)ᴴ, hL, Matrix.one_mul]
    refine ⟨_, ?_, hCL⟩
    rw [← hnorm, ← hCL, hC]
  · rintro ⟨Q, hQ, rfl⟩
    have hQ' : Q * Qᴴ = 1 := _root_.mul_eq_one_comm.1 hQ
    -- the trace is invariant under unitary mixing of the columns
    have ht : Matrix.trace ((lowestOrbitals hH hk * Q)ᴴ * H * (lowestOrbitals hH hk * Q)) =
        Matrix.trace ((lowestOrbitals hH hk)ᴴ * H * lowestOrbitals hH hk) := by
      calc Matrix.trace ((lowestOrbitals hH hk * Q)ᴴ * H * (lowestOrbitals hH hk * Q))
          = Matrix.trace (Qᴴ * ((lowestOrbitals hH hk)ᴴ * H * lowestOrbitals hH hk * Q)) := by
            simp only [Matrix.conjTranspose_mul, Matrix.mul_assoc]
        _ = Matrix.trace ((lowestOrbitals hH hk)ᴴ * H * lowestOrbitals hH hk * Q * Qᴴ) :=
            Matrix.trace_mul_comm _ _
        _ = Matrix.trace ((lowestOrbitals hH hk)ᴴ * H * lowestOrbitals hH hk) := by
            rw [Matrix.mul_assoc _ Q, hQ', Matrix.mul_one]
    rw [← hE]
    unfold traceEnergy
    rw [ht]

end

end KyFanTraceMinimisation
```

```lean
#print axioms KyFanTraceMinimisation.kyFan
-- 'KyFanTraceMinimisation.kyFan' depends on axioms: [propext, Classical.choice, Quot.sound]
#print axioms KyFanTraceMinimisation.minimiser_iff
-- 'KyFanTraceMinimisation.minimiser_iff' depends on axioms: [propext, Classical.choice, Quot.sound]
```
